# An N-point uniform k-mesh in one dimension averages Fourier sums exactly if all frequencies are below N in absolute value

## A band average that depends on where the mesh sits

Take a tight-binding chain with one orbital per cell and nearest-neighbour hopping t ≠ 0. Here and below, the orbitals of the chain are orthonormal. With the lattice constant set to 1 and the on-site energy to 0, the band is

E(k) = −2t cos k.

The average of E over the Brillouin zone is zero. A calculation with the single k-point k = 0 returns −2t, and one with the single point k = π/2 returns 0. The answer depends on the placement of the mesh, and nothing in either number shows which one to trust.

With two points, s and s + π, the cosines cancel for every s, and the average is exact. What matters is how the number of points compares with the range of the hopping. For a non-interacting chain with one orbital per cell and finite-range hopping, the result below gives a number of k-points that is enough for the exact energy per electron of the completely filled band.

## Frequencies as hopping distances

Write eₙ(k) = exp(i n k) for an integer n, and consider a finite sum

f(k) = ∑ cₙ eₙ(k), with n running over a finite set S of integers.

If f is the band of a one-orbital chain, cₙ is the matrix element for a hop across n cells and c₀ is the on-site energy. The N mesh points and the two averages are

kⱼ = s + 2πj/N, for j = 0, …, N − 1,

Mₛ[f] = (1/N) ∑ⱼ f(kⱼ),

Z[f] = (1/2π) ∫ f(k) dk, over 0 ≤ k ≤ 2π.

For s = 0 these are the wavevectors allowed by Born-von Karman conditions on a ring of N cells. A shift s means that a wavefunction gains the phase exp(i N s) on going once round the ring.

The main result is that if |n| < N for every n in S, then Mₛ[f] = Z[f] for every real s.

## Plane waves on the mesh

On the mesh, a plane wave is a geometric progression:

eₙ(kⱼ) = eₙ(s) zʲ, with z = exp(2πi n/N).

The ratio satisfies zᴺ = exp(2πi n) = 1, and z = 1 exactly when n/N is an integer. If N divides n, all N terms are equal and the average is eₙ(s). Otherwise z ≠ 1 and

∑ⱼ zʲ = (zᴺ − 1)/(z − 1) = 0.

So Mₛ[eₙ] is eₙ(s) if N divides n, and zero otherwise.

The integral is more selective. For n = 0 the integrand is 1 and Z[e₀] = 1. For n ≠ 0,

Z[eₙ] = (1/2π) (exp(2πi n) − 1)/(i n) = 0.

## Aliasing and the exactness condition

By linearity, the mesh average keeps the frequencies divisible by N:

Mₛ[f] = ∑ cₙ eₙ(s), over those n in S that N divides.

In the ring picture, the terms with n ≠ 0 are hops that go all the way round and end where they started, so the finite ring counts them as on-site terms.

The zone average keeps only n = 0. Now let |n| < N for all n in S. If n = qN with q an integer, then |q| < 1, so q = 0. The only term that can survive on the mesh is therefore c₀, and both averages equal c₀ if 0 is in S and zero if it is not.

The aliasing formula also gives a condition that is both necessary and sufficient. For N > 0, the mesh is exact at all shifts if and only if cₙ = 0 for every nonzero multiple n of N in S. If those coefficients vanish, the two averages agree term by term. Conversely, suppose that the mesh is exact for all s. Then the aliased sum

g(s) = ∑ cₙ eₙ(s), over those n in S that N divides,

is a constant A. Since e₋ₘ eₙ = eₙ₋ₘ, averaging e₋ₘ g over the zone picks out the coefficient at m. For a nonzero multiple m of N in S this gives

cₘ = Z[e₋ₘ g] = A Z[e₋ₘ] = 0.

The words "all shifts" matter here. The function cos(Nk) has mesh average cos(Ns), which happens to be correct at s = π/(2N) and is wrong at s = 0. The single plane wave of frequency N has no such lucky shift: its mesh average exp(i N s) has modulus 1, while its zone average is 0. The bound |n| < N therefore can't be relaxed to |n| ≤ N.

## The mesh in a program

In code, Mₛ[f] is a loop over k-points with equal weights 1/N. In NumPy it reads `np.mean(f(s + 2*np.pi*np.arange(N)/N))` for a vectorised `f`. For a chain with one orbital per cell and hops of at most R cells, N = R + 1 points suffice for the average of the band.

The hopping elements of this chain can also be recovered from band values on a mesh. For |m| ≤ R, the coefficient cₘ is the zone average of e₋ₘ f, whose frequencies n − m are at most 2R in absolute value. So N = 2R + 1 points are enough for all of them, with no symmetry of the band assumed.

Repeating a run with another shift is a useful check: a change beyond rounding in the average of such a band reveals aliased terms. Agreement between two shifts is weaker evidence, since the aliased terms may coincide there.

## The objects in Lean

`planeWave n k` is eₙ(k), with `n` an integer and `k` a real number. `trigPoly S c` is f: `S` is a finite set of integers and `c` assigns a complex number to every integer, of which only the values on `S` enter. No reality condition is imposed, so f may equally be an off-diagonal element of a Bloch Hamiltonian whose phases are taken from cell positions. `meshAverage N s f` is Mₛ[f], and `zoneAverage f` is Z[f], with the zone taken as [0, 2π].

The main theorem is `meshAverage_eq_zoneAverage`. Its hypothesis `hS` states that |n| < N for every n in `S`, and its conclusion holds for all `c` and `s`. It doesn't ask for N > 0: when N = 0 the hypothesis forces `S` to be empty, and both sides are zero. The equivalence is `exact_for_all_shifts_iff`, and the sharpness of the bound is `planeWave_not_exact`.

The model has one k-direction, finitely many frequencies and exact arithmetic. A partially filled band at zero temperature is not covered, because the occupation jumps at the Fermi points and the integrand is then no finite Fourier sum.

```lean
import Mathlib

open scoped Real

namespace BrillouinZoneQuadrature

noncomputable section

/-- The plane wave `exp (i n k)` with integer frequency `n`, as a function of `k`. -/
def planeWave (n : ℤ) (k : ℝ) : ℂ := Complex.exp ((n : ℂ) * (k : ℂ) * Complex.I)

/-- The trigonometric polynomial with frequencies in `S` and Fourier coefficients `c`. -/
def trigPoly (S : Finset ℤ) (c : ℤ → ℂ) (k : ℝ) : ℂ := ∑ n ∈ S, c n * planeWave n k

/-- The average of `f` over the `N` equally spaced points `s + 2 π j / N`, for `N > 0`. -/
def meshAverage (N : ℕ) (s : ℝ) (f : ℝ → ℂ) : ℂ :=
  1 / (N : ℂ) * ∑ j ∈ Finset.range N, f (s + 2 * π * j / N)

/-- The average of an integrable `f` over the Brillouin zone `[0, 2 π]`. -/
def zoneAverage (f : ℝ → ℂ) : ℂ := 1 / (2 * (π : ℂ)) * ∫ k in (0 : ℝ)..(2 * π), f k

/-- The product of two plane waves is the plane wave of the summed frequency. -/
theorem planeWave_mul (m n : ℤ) (k : ℝ) :
    planeWave m k * planeWave n k = planeWave (m + n) k := by
  unfold planeWave
  rw [← Complex.exp_add]
  congr 1
  push_cast
  ring

/-- The mesh average of a plane wave is its value at the shift `s` if `N` divides the
frequency, and zero otherwise. -/
theorem meshAverage_planeWave {N : ℕ} (hN : 0 < N) (n : ℤ) (s : ℝ) :
    meshAverage N s (planeWave n) = if (N : ℤ) ∣ n then planeWave n s else 0 := by
  have hN' : (N : ℂ) ≠ 0 := by exact_mod_cast hN.ne'
  -- `z` is the phase gained from one mesh point to the next
  obtain ⟨z, hz⟩ : ∃ z, z = Complex.exp ((n : ℂ) * (2 * π * Complex.I) / N) := ⟨_, rfl⟩
  have hstep : ∀ j : ℕ, planeWave n (s + 2 * π * j / N) = planeWave n s * z ^ j := by
    intro j
    rw [hz, ← Complex.exp_nat_mul]
    unfold planeWave
    rw [← Complex.exp_add]
    congr 1
    push_cast
    ring
  have hzN : z ^ N = 1 := by
    rw [hz, ← Complex.exp_nat_mul, Complex.exp_eq_one_iff]
    exact ⟨n, by field_simp⟩
  have hz1 : z = 1 ↔ (N : ℤ) ∣ n := by
    rw [hz, Complex.exp_eq_one_iff]
    constructor
    · rintro ⟨m, hm⟩
      rw [div_eq_iff hN'] at hm
      have h : (n : ℂ) = N * m :=
        mul_right_cancel₀ Complex.two_pi_I_ne_zero (by linear_combination hm)
      exact ⟨m, by exact_mod_cast h⟩
    · rintro ⟨m, hm⟩
      refine ⟨m, ?_⟩
      rw [hm, div_eq_iff hN']
      push_cast
      ring
  simp only [meshAverage, hstep, ← Finset.mul_sum]
  split_ifs with h
  · rw [hz1.mpr h]
    simp only [one_pow, Finset.sum_const, Finset.card_range, nsmul_eq_mul, mul_one]
    field_simp
  · -- a full period of a nontrivial geometric progression sums to zero
    rw [geom_sum_eq (fun e => h (hz1.mp e)), hzN]
    simp

/-- The zone average of a plane wave is one at zero frequency and zero otherwise. -/
theorem zoneAverage_planeWave (n : ℤ) :
    zoneAverage (planeWave n) = if n = 0 then 1 else 0 := by
  have hpi : (π : ℂ) ≠ 0 := by exact_mod_cast Real.pi_ne_zero
  split_ifs with h
  · have h1 : ∀ k, planeWave n k = 1 := by
      intro k
      simp [planeWave, h]
    simp only [zoneAverage, h1, intervalIntegral.integral_const, sub_zero,
      Complex.real_smul, mul_one]
    push_cast
    field_simp
  · have hc : (n : ℂ) * Complex.I ≠ 0 :=
      mul_ne_zero (by exact_mod_cast h) Complex.I_ne_zero
    have e : ∀ k : ℝ, planeWave n k = Complex.exp ((n : ℂ) * Complex.I * k) := by
      intro k
      unfold planeWave
      congr 1
      ring
    have h1 : Complex.exp ((n : ℂ) * Complex.I * ((2 * π : ℝ) : ℂ)) = 1 :=
      Complex.exp_eq_one_iff.mpr ⟨n, by push_cast; ring⟩
    simp only [zoneAverage, e]
    rw [integral_exp_mul_complex hc, h1]
    simp

/-- Averaging a trigonometric polynomial against the conjugate plane wave of frequency `m`
over the zone gives its Fourier coefficient at `m`. -/
theorem fourier_coefficient (S : Finset ℤ) (c : ℤ → ℂ) (m : ℤ) :
    zoneAverage (fun k => planeWave (-m) k * trigPoly S c k) = if m ∈ S then c m else 0 := by
  have e : ∀ k, planeWave (-m) k * trigPoly S c k = ∑ n ∈ S, c n * planeWave (n - m) k := by
    intro k
    rw [trigPoly, Finset.mul_sum]
    refine Finset.sum_congr rfl fun n _ => ?_
    rw [show n - m = -m + n by ring, ← planeWave_mul]
    ring
  have hint : ∀ n ∈ S, IntervalIntegrable (fun k => c n * planeWave (n - m) k)
      MeasureTheory.volume 0 (2 * π) := fun n _ =>
    Continuous.intervalIntegrable (by unfold planeWave; fun_prop) _ _
  have hsum : zoneAverage (fun k => planeWave (-m) k * trigPoly S c k)
      = ∑ n ∈ S, c n * zoneAverage (planeWave (n - m)) := by
    simp only [zoneAverage, e]
    rw [intervalIntegral.integral_finsetSum hint, Finset.mul_sum]
    refine Finset.sum_congr rfl fun n _ => ?_
    rw [intervalIntegral.integral_const_mul]
    ring
  rw [hsum]
  simp only [zoneAverage_planeWave, sub_eq_zero, mul_ite, mul_one, mul_zero,
    Finset.sum_ite_eq']

/-- The zone average of a trigonometric polynomial is its zero-frequency coefficient. -/
theorem zoneAverage_trigPoly (S : Finset ℤ) (c : ℤ → ℂ) :
    zoneAverage (trigPoly S c) = if 0 ∈ S then c 0 else 0 := by
  simpa [planeWave] using fourier_coefficient S c 0

/-- The mesh average acts on a trigonometric polynomial plane wave by plane wave. -/
theorem meshAverage_linear (N : ℕ) (S : Finset ℤ) (c : ℤ → ℂ) (s : ℝ) :
    meshAverage N s (trigPoly S c) = ∑ n ∈ S, c n * meshAverage N s (planeWave n) := by
  simp only [meshAverage, trigPoly, Finset.mul_sum]
  rw [Finset.sum_comm]
  refine Finset.sum_congr rfl fun n _ => Finset.sum_congr rfl fun j _ => ?_
  ring

/-- Aliasing formula: the mesh average keeps exactly the frequencies divisible by `N`,
evaluated at the shift `s`. -/
theorem meshAverage_trigPoly {N : ℕ} (hN : 0 < N) (S : Finset ℤ) (c : ℤ → ℂ) (s : ℝ) :
    meshAverage N s (trigPoly S c) = trigPoly (S.filter fun n => (N : ℤ) ∣ n) c s := by
  rw [meshAverage_linear, trigPoly, Finset.sum_filter]
  refine Finset.sum_congr rfl fun n _ => ?_
  rw [meshAverage_planeWave hN, mul_ite, mul_zero]

/-- Exact Brillouin-zone quadrature: if all frequencies are below `N` in absolute value, the
`N`-point mesh average equals the zone average for every shift `s`. -/
theorem meshAverage_eq_zoneAverage {N : ℕ} {S : Finset ℤ} (hS : ∀ n ∈ S, |n| < (N : ℤ))
    (c : ℤ → ℂ) (s : ℝ) :
    meshAverage N s (trigPoly S c) = zoneAverage (trigPoly S c) := by
  rw [meshAverage_linear, zoneAverage_trigPoly, ← Finset.sum_ite_eq' S 0 c]
  refine Finset.sum_congr rfl fun n hn => ?_
  have hN : 0 < N := by exact_mod_cast (abs_nonneg n).trans_lt (hS n hn)
  rw [meshAverage_planeWave hN]
  by_cases h0 : n = 0
  · simp [h0, planeWave]
  · -- zero is the only multiple of `N` in the allowed range
    have hd : ¬ (N : ℤ) ∣ n := fun hd => h0 (Int.eq_zero_of_abs_lt_dvd hd (hS n hn))
    rw [if_neg hd, if_neg h0, mul_zero]

/-- The mesh average is exact for every shift if and only if all Fourier coefficients at
nonzero multiples of `N` vanish. -/
theorem exact_for_all_shifts_iff {N : ℕ} (hN : 0 < N) (S : Finset ℤ) (c : ℤ → ℂ) :
    (∀ s, meshAverage N s (trigPoly S c) = zoneAverage (trigPoly S c)) ↔
      ∀ n ∈ S, (N : ℤ) ∣ n → n ≠ 0 → c n = 0 := by
  constructor
  · intro h m hm hd h0
    -- the aliased part does not depend on the shift, so its coefficient at `m` is zero
    obtain ⟨A, hA⟩ : ∃ A, ∀ k, trigPoly (S.filter fun n => (N : ℤ) ∣ n) c k = A :=
      ⟨_, fun k => (meshAverage_trigPoly hN S c k).symm.trans (h k)⟩
    have hF := fourier_coefficient (S.filter fun n => (N : ℤ) ∣ n) c m
    rw [if_pos (Finset.mem_filter.mpr ⟨hm, hd⟩)] at hF
    simp only [hA, zoneAverage, intervalIntegral.integral_mul_const] at hF
    have hz := zoneAverage_planeWave (-m)
    rw [if_neg (neg_ne_zero.mpr h0), zoneAverage] at hz
    rw [← hF, ← mul_assoc, hz, zero_mul]
  · intro h s
    rw [meshAverage_linear, zoneAverage_trigPoly, ← Finset.sum_ite_eq' S 0 c]
    refine Finset.sum_congr rfl fun n hn => ?_
    rw [meshAverage_planeWave hN]
    by_cases h0 : n = 0
    · simp [h0, planeWave]
    · by_cases hd : (N : ℤ) ∣ n
      · rw [h n hn hd h0, zero_mul, if_neg h0]
      · rw [if_neg hd, if_neg h0, mul_zero]

/-- The frequency bound is sharp: for the plane wave of frequency `N` the `N`-point mesh
average differs from the zone average at every shift. -/
theorem planeWave_not_exact {N : ℕ} (hN : 0 < N) (s : ℝ) :
    meshAverage N s (planeWave N) ≠ zoneAverage (planeWave N) := by
  have h0 : (N : ℤ) ≠ 0 := by exact_mod_cast hN.ne'
  rw [meshAverage_planeWave hN, if_pos (dvd_refl _), zoneAverage_planeWave, if_neg h0]
  exact Complex.exp_ne_zero _

end

end BrillouinZoneQuadrature
```

```lean
#print axioms BrillouinZoneQuadrature.meshAverage_eq_zoneAverage
#print axioms BrillouinZoneQuadrature.exact_for_all_shifts_iff
#print axioms BrillouinZoneQuadrature.planeWave_not_exact
```

```
'BrillouinZoneQuadrature.meshAverage_eq_zoneAverage' depends on axioms: [propext, Classical.choice, Quot.sound]
'BrillouinZoneQuadrature.exact_for_all_shifts_iff' depends on axioms: [propext, Classical.choice, Quot.sound]
'BrillouinZoneQuadrature.planeWave_not_exact' depends on axioms: [propext, Classical.choice, Quot.sound]
```

## From the geometric sum to the equivalence

`meshAverage_planeWave` follows the geometric progression closely. The ratio is named `z`, and three facts about it are proved: `hstep` writes each mesh value as `planeWave n s * z ^ j`, `hzN` says that zᴺ = 1, and `hz1` says that z = 1 exactly when N divides n. The last two rest on `Complex.exp_eq_one_iff`, by which an exponential equals 1 exactly when its argument is an integer multiple of 2πi. `split_ifs` then separates the two cases, and `geom_sum_eq` supplies the closed form of the sum when z ≠ 1.

`zoneAverage_planeWave` splits on n = 0. For nonzero n, `integral_exp_mul_complex` gives the antiderivative, and `h1` shows that the exponential is 1 at the upper limit, as it is at the lower one.

`fourier_coefficient` multiplies f by the plane wave of frequency −m, merges the products with `planeWave_mul`, and exchanges the integral with the finite sum. That exchange needs each term to be integrable, which `hint` obtains from continuity. Only the term n = m survives. Setting m = 0 gives `zoneAverage_trigPoly`.

`meshAverage_linear` exchanges the sums over mesh points and frequencies. Together with the plane-wave result it yields the aliasing formula `meshAverage_trigPoly`, where `S.filter` selects the multiples of N.

The main theorem works one frequency at a time. The zone average is rewritten as a sum over `S` whose terms vanish except at n = 0, and is then compared with the mesh average term by term. At n = 0 the terms agree. For any other n, `Int.eq_zero_of_abs_lt_dvd` is the step from |q| < 1 to q = 0: a multiple of N smaller than N in absolute value is zero. Positivity of N comes from the frequency at hand, since 0 ≤ |n| < N.

In the forward direction of `exact_for_all_shifts_iff`, `hA` records that the aliased sum equals a constant `A`. `hF` expresses the coefficient at m as a zone average, and `hz` says that the plane wave of frequency −m averages to zero, so the coefficient vanishes. The reverse direction repeats the term-by-term comparison, with the assumption on the coefficients removing the nonzero multiples of N.

For `planeWave_not_exact`, both averages are evaluated by the plane-wave lemmas. What remains is that an exponential is never zero, which is `Complex.exp_ne_zero`.
